# Concavity of the RPA frequency sum on the stable part of a linear coupling path

Let $A$ and $B$ be real square matrices indexed by a finite set of particle–hole excitations. Call the pair stable if $A-B$ and $A+B$ are both positive definite; this includes symmetry, so $A$ and $B$ are symmetric too. When $A$ and $B$ give the second-order energy change of a stationary mean-field state, stability makes that state a strict local minimum against the real and imaginary orbital rotations built from these excitations.

The RPA equations $AX+BY=\omega X$ and $BX+AY=-\omega Y$, added and subtracted, give
$$(A+B)(X+Y)=\omega(X-Y),\qquad (A-B)(X-Y)=\omega(X+Y).$$
Hence $(A-B)(A+B)(X+Y)=\omega^2(X+Y)$. Let $F(A,B)$ be the sum of the positive square roots of the eigenvalues of $(A-B)(A+B)$, with multiplicity. With $\hbar=1$, the zero-point energy of the modes is $F/2$, and the plasmon form of the correlation energy, with the prefactor used in direct RPA, is $E_c=\tfrac12(F-\operatorname{tr}A)$. The concavity below holds for any positive prefactor.

For stable pairs,
$$F(A_1+A_2,B_1+B_2)\ \ge\ F(A_1,B_1)+F(A_2,B_2).$$
When $A$ and $B$ depend linearly on a coupling parameter, a weighted version makes $F$ and $E_c$ concave in that parameter on the set where the pair is stable. Thus, for fixed orbitals in a finite basis, the RPA correlation energy between two stable points of a linear coupling path is never below the linear interpolation of its end values.

## Normal modes and a variational bound

Diagonalise $A-B=U\operatorname{diag}(d)U^T$ and set $C=U\operatorname{diag}(\sqrt{d})$, so that $A-B=CC^T$. The matrix $C^T(A+B)C$ is positive definite; write it as $V\operatorname{diag}(\omega^2)V^T$ with $V$ orthogonal and $\omega_i>0$. With $W=CV$ and $Z=W^{-1}$,
$$A-B=WW^T,\qquad A+B=Z^T\operatorname{diag}(\omega^2)Z.$$
Since $W^TZ^T=1$, the product is $(A-B)(A+B)=W\operatorname{diag}(\omega^2)W^{-1}$, and $F=\sum_k\omega_k$.

For an invertible $P$ with inverse $R$, define the trial value
$$T_P(A,B)=\tfrac12\left[\operatorname{tr}P^T(A-B)P+\operatorname{tr}R(A+B)R^T\right].$$
Put $Q=W^TP$ and $S=RZ^T$. Then $QS=W^TZ^T=1$, and
$$T_P=\tfrac12\sum_{j,k}\left(Q_{kj}^2+\omega_k^2S_{jk}^2\right)
=\sum_{j,k}\omega_kQ_{kj}S_{jk}+\tfrac12\sum_{j,k}(Q_{kj}-\omega_kS_{jk})^2.$$
The first sum is $\sum_k\omega_k(QS)_{kk}=F$, so $T_P\ge F$. Equality holds for $P=Z^TD$ with $D=\operatorname{diag}(\sqrt{\omega})$: then $Q=D$, $S=D^{-1}$, and every square vanishes.

At fixed $P$, the trial value is linear in $(A,B)$. For $a,b>0$, choose $P$ optimal for the combined pair:
$$F(aA_1+bA_2,aB_1+bB_2)=aT_P(A_1,B_1)+bT_P(A_2,B_2)\ge aF(A_1,B_1)+bF(A_2,B_2).$$
Taking $a=b=1$ gives superadditivity. On a path $A_0+tA_1$, $B_0+tB_1$, where $A_1,B_1$ are now slopes, weights with $a+b=1$ give concavity. Subtracting $\operatorname{tr}(A_0+tA_1)$, which is affine in $t$, preserves it.

## Stability, frequencies and energies in Lean

The type `n` labels the excitations.

```lean
import Mathlib

open Matrix

namespace RPAZeroPointConcavity

noncomputable section

variable {n : Type*} [Fintype n] [DecidableEq n]
```

`Stable` is the pair of positivity conditions. It excludes zero modes. These occur at the onset of an instability. They also occur when $A$ and $B$ give the second-order energy change of a stationary mean-field state that breaks a continuous symmetry of the energy, provided the rotation generated by that symmetry is built from the chosen excitations.

```lean
/-- Stability of the real RPA problem: `A - B` and `A + B` are (symmetric) positive definite. -/
def Stable (A B : Matrix n n ℝ) : Prop := (A - B).PosDef ∧ (A + B).PosDef
```

`frequencySum` is $F$. It collects the real roots of the characteristic polynomial; for a stable pair these are all the roots, as the normal modes will show.

```lean
/-- The sum of the square roots of the real eigenvalues of `(A - B)(A + B)`, counted with
multiplicity as roots of the characteristic polynomial; negative eigenvalues contribute zero. -/
def frequencySum (A B : Matrix n n ℝ) : ℝ :=
  (((A - B) * (A + B)).charpoly.roots.map Real.sqrt).sum
```

`trialSum` is $T_P$. The inverse `R` is a separate argument, and the theorems tie it to `P` through `R * P = 1`.

```lean
/-- The trial value of the frequency sum for a mode transformation `P` with inverse `R`. -/
def trialSum (P R A B : Matrix n n ℝ) : ℝ :=
  (trace (Pᵀ * (A - B) * P) + trace (R * (A + B) * Rᵀ)) / 2
```

`rpaCorrelation` fixes the prefactor $\tfrac12$ and takes the plasmon formula as the definition of the energy; it is not derived from a many-body Hamiltonian.

```lean
/-- The RPA correlation energy in plasmon form: half the difference between the frequency sum and
the trace of `A`. -/
def rpaCorrelation (A B : Matrix n n ℝ) : ℝ := (frequencySum A B - trace A) / 2
```

## From the characteristic polynomial to normal modes

For a diagonal matrix the characteristic polynomial is a product of linear factors, so its roots are the diagonal entries, repeated as often as they occur.

```lean
/-- The eigenvalues of a diagonal matrix, with multiplicity, are its diagonal entries. -/
lemma roots_charpoly_diagonal (d : n → ℝ) :
    (diagonal d).charpoly.roots = Finset.univ.val.map d := by
  have h : charmatrix (diagonal d) =
      diagonal (fun i => Polynomial.X - Polynomial.C (d i)) := by
    ext1 i j
    by_cases hij : i = j
    · subst hij
      simp
    · simp [hij]
  have h2 : (diagonal d).charpoly =
      ((Finset.univ.val.map d).map (fun a => Polynomial.X - Polynomial.C a)).prod := by
    rw [Matrix.charpoly, h, det_diagonal, Multiset.map_map]
    rfl
  rw [h2, Polynomial.roots_multiset_prod_X_sub_C]
```

Mathlib's spectral theorem is restated with transposes for real matrices.

```lean
/-- A real positive definite matrix is diagonalised by an orthogonal matrix, with positive
diagonal entries. -/
lemma posDef_spectral {H : Matrix n n ℝ} (hH : H.PosDef) :
    ∃ (U : Matrix n n ℝ) (d : n → ℝ), (∀ i, 0 < d i) ∧ U * Uᵀ = 1 ∧
      H = U * diagonal d * Uᵀ := by
  refine ⟨(hH.isHermitian.eigenvectorUnitary : Matrix n n ℝ), hH.isHermitian.eigenvalues,
    hH.eigenvalues_pos, ?_, ?_⟩
  · have h := Matrix.mem_unitaryGroup_iff.mp hH.isHermitian.eigenvectorUnitary.2
    rwa [star_eq_conjTranspose, conjTranspose_eq_transpose_of_trivial] at h
  · have h := hH.isHermitian.spectral_theorem
    rw [Unitary.conjStarAlgAut_apply, star_eq_conjTranspose,
      conjTranspose_eq_transpose_of_trivial] at h
    exact h
```

The next theorem follows the two diagonalisations above, with `E` for $C^{-1}$ and `e` for $\omega^2$.

```lean
/-- Normal modes: a stable RPA problem has positive frequencies `ω` and an invertible `W`, with
inverse `Z`, that bring `A - B` to the identity and `A + B` to `ω²`; the frequency sum is `∑ ω`. -/
theorem exists_normalModes {A B : Matrix n n ℝ} (h : Stable A B) :
    ∃ (W Z : Matrix n n ℝ) (ω : n → ℝ), (∀ i, 0 < ω i) ∧ Z * W = 1 ∧ A - B = W * Wᵀ ∧
      A + B = Zᵀ * diagonal (fun i => ω i ^ 2) * Z ∧ frequencySum A B = ∑ i, ω i := by
  obtain ⟨U, d, hd, hU, hM⟩ := posDef_spectral h.1
  have hU' : Uᵀ * U = 1 := mul_eq_one_comm.mp hU
  -- a square factor `C` of `A - B`, with inverse `E`
  obtain ⟨C, E, hEC, hMC⟩ : ∃ C E : Matrix n n ℝ, E * C = 1 ∧ A - B = C * Cᵀ := by
    refine ⟨U * diagonal (fun i => √(d i)), diagonal (fun i => (√(d i))⁻¹) * Uᵀ, ?_, ?_⟩
    · rw [Matrix.mul_assoc, ← Matrix.mul_assoc Uᵀ, hU', Matrix.one_mul, diagonal_mul_diagonal,
        ← diagonal_one]
      congr 1
      funext i
      exact inv_mul_cancel₀ (Real.sqrt_pos.mpr (hd i)).ne'
    · have hs : diagonal d = diagonal (fun i => √(d i)) * diagonal (fun i => √(d i)) := by
        rw [diagonal_mul_diagonal]
        congr 1
        funext i
        exact (Real.mul_self_sqrt (hd i).le).symm
      rw [hM, hs, transpose_mul, diagonal_transpose]
      simp only [Matrix.mul_assoc]
  have hCE : C * E = 1 := mul_eq_one_comm.mp hEC
  have hN : (Cᵀ * (A + B) * C).PosDef := by
    have hinj : Function.Injective C.mulVec := by
      intro x y hxy
      have h2 := congrArg (fun v => E *ᵥ v) hxy
      simpa only [mulVec_mulVec, hEC, one_mulVec] using h2
    have h3 := h.2.conjTranspose_mul_mul_same hinj
    rwa [conjTranspose_eq_transpose_of_trivial] at h3
  obtain ⟨V, e, he, hV, hK⟩ := posDef_spectral hN
  have hV' : Vᵀ * V = 1 := mul_eq_one_comm.mp hV
  have hsq : (fun i => √(e i) ^ 2) = e := funext fun i => Real.sq_sqrt (he i).le
  have hZW : (Vᵀ * E) * (C * V) = 1 := by
    rw [Matrix.mul_assoc, ← Matrix.mul_assoc E, hEC, Matrix.one_mul, hV']
  have hMW : A - B = (C * V) * (C * V)ᵀ := by
    rw [hMC, transpose_mul, Matrix.mul_assoc, ← Matrix.mul_assoc V, hV, Matrix.one_mul]
  have hKZ : A + B = (Vᵀ * E)ᵀ * diagonal e * (Vᵀ * E) := by
    have hT : Eᵀ * Cᵀ = 1 := by rw [← transpose_mul, hCE, transpose_one]
    calc A + B = (Eᵀ * Cᵀ) * (A + B) * (C * E) := by
          rw [hT, hCE, Matrix.one_mul, Matrix.mul_one]
      _ = Eᵀ * (Cᵀ * (A + B) * C) * E := by simp only [Matrix.mul_assoc]
      _ = _ := by
          rw [hK]
          simp only [transpose_mul, transpose_transpose, Matrix.mul_assoc]
  refine ⟨C * V, Vᵀ * E, fun i => √(e i), fun i => Real.sqrt_pos.mpr (he i), hZW, hMW, ?_, ?_⟩
  · rw [hsq]
    exact hKZ
  · -- the response matrix is similar to the diagonal matrix of squared frequencies
    have hT : (C * V)ᵀ * (Vᵀ * E)ᵀ = 1 := by rw [← transpose_mul, hZW, transpose_one]
    have hp : (A - B) * (A + B) = (C * V) * (diagonal e * (Vᵀ * E)) := by
      calc (A - B) * (A + B)
          = (C * V) * (((C * V)ᵀ * (Vᵀ * E)ᵀ) * (diagonal e * (Vᵀ * E))) := by
            rw [hMW, hKZ]
            simp only [Matrix.mul_assoc]
        _ = _ := by rw [hT, Matrix.one_mul]
    rw [frequencySum, hp, Matrix.charpoly_mul_comm, Matrix.mul_assoc, hZW, Matrix.mul_one,
      roots_charpoly_diagonal, Multiset.map_map]
    rfl
```

The proof turns on `Matrix.charpoly_mul_comm`, which says that $MN$ and $NM$ have the same characteristic polynomial for square matrices $M,N$. Here $M=W$ and $N=\operatorname{diag}(\omega^2)Z$. Exchanging them brings $Z$ next to $W$, where they cancel, leaving the diagonal matrix. Because whole polynomials are compared, degenerate frequencies keep their multiplicities without any treatment of eigenvectors.

In a calculation with real orbitals, the same reduction replaces the nonsymmetric product by a symmetric eigenproblem. A Cholesky factor $L$ with $A-B=LL^T$ can serve as $C$: one diagonalises $L^T(A+B)L$, takes square roots of its eigenvalues and sums them. A failed factorisation signals that $A-B$ is not numerically positive definite, and a nonpositive eigenvalue signals the same for $A+B$.

## The bound and its minimiser

In the lower bound, `h1` and `h2` expand the traces, `h3` inserts $QS=1$, and `nlinarith` completes the square for each pair of indices.

```lean
/-- Variational bound: for a stable RPA problem, no invertible mode transformation gives a trial
value below the frequency sum. -/
theorem frequencySum_le_trialSum {A B P R : Matrix n n ℝ} (h : Stable A B) (hRP : R * P = 1) :
    frequencySum A B ≤ trialSum P R A B := by
  obtain ⟨W, Z, ω, -, hZW, hM, hK, hF⟩ := exists_normalModes h
  have hPR : P * R = 1 := mul_eq_one_comm.mp hRP
  obtain ⟨Q, hQ⟩ : ∃ Q, Q = Wᵀ * P := ⟨_, rfl⟩
  obtain ⟨S, hS⟩ : ∃ S, S = R * Zᵀ := ⟨_, rfl⟩
  have hQS : Q * S = 1 := by
    rw [hQ, hS, Matrix.mul_assoc, ← Matrix.mul_assoc P, hPR, Matrix.one_mul, ← transpose_mul,
      hZW, transpose_one]
  have h1 : trace (Pᵀ * (A - B) * P) = ∑ j, ∑ k, Q k j * Q k j := by
    have : Pᵀ * (A - B) * P = Qᵀ * Q := by
      rw [hM, hQ]
      simp only [transpose_mul, transpose_transpose, Matrix.mul_assoc]
    rw [this]
    simp only [Matrix.trace, Matrix.diag_apply, Matrix.mul_apply, transpose_apply]
  have h2 : trace (R * (A + B) * Rᵀ) = ∑ j, ∑ k, S j k * ω k ^ 2 * S j k := by
    have : R * (A + B) * Rᵀ = S * diagonal (fun i => ω i ^ 2) * Sᵀ := by
      rw [hK, hS]
      simp only [transpose_mul, transpose_transpose, Matrix.mul_assoc]
    rw [this]
    refine Finset.sum_congr rfl fun j _ => ?_
    rw [Matrix.diag_apply, Matrix.mul_apply]
    exact Finset.sum_congr rfl fun k _ => by rw [mul_diagonal, transpose_apply]
  have h3 : ∑ k, ω k = ∑ j, ∑ k, ω k * (Q k j * S j k) := by
    rw [Finset.sum_comm]
    refine Finset.sum_congr rfl fun k _ => ?_
    have hk := congrFun (congrFun hQS k) k
    rw [Matrix.mul_apply, Matrix.one_apply_eq] at hk
    rw [← Finset.mul_sum, hk, mul_one]
  -- complete the square in every entry
  have key : ∑ j, ∑ k, ω k * (Q k j * S j k) ≤
      ∑ j, ∑ k, (Q k j * Q k j + S j k * ω k ^ 2 * S j k) / 2 :=
    Finset.sum_le_sum fun j _ => Finset.sum_le_sum fun k _ => by
      nlinarith [sq_nonneg (Q k j - ω k * S j k)]
  simp only [← Finset.sum_div, Finset.sum_add_distrib] at key
  rw [hF, trialSum, h1, h2, h3]
  exact key
```

The rescaled modes attain the bound: `D` and `G` are $D$ and $D^{-1}$, and both matrices inside the traces become $\operatorname{diag}(\omega)$.

```lean
/-- For a stable RPA problem, some invertible mode transformation gives a trial value equal to the
frequency sum. -/
theorem exists_trialSum_eq {A B : Matrix n n ℝ} (h : Stable A B) :
    ∃ P R : Matrix n n ℝ, R * P = 1 ∧ trialSum P R A B = frequencySum A B := by
  obtain ⟨W, Z, ω, hω, hZW, hM, hK, hF⟩ := exists_normalModes h
  have hT : Wᵀ * Zᵀ = 1 := by rw [← transpose_mul, hZW, transpose_one]
  have hs : ∀ i, √(ω i) ≠ 0 := fun i => (Real.sqrt_pos.mpr (hω i)).ne'
  have hss : ∀ i, √(ω i) * √(ω i) = ω i := fun i => Real.mul_self_sqrt (hω i).le
  -- rescale each normal mode by the square root of its frequency
  obtain ⟨D, hD⟩ : ∃ D, D = diagonal (fun i => √(ω i)) := ⟨_, rfl⟩
  obtain ⟨G, hG⟩ : ∃ G, G = diagonal (fun i => (√(ω i))⁻¹) := ⟨_, rfl⟩
  have hDt : Dᵀ = D := by rw [hD, diagonal_transpose]
  have hGt : Gᵀ = G := by rw [hG, diagonal_transpose]
  refine ⟨Zᵀ * D, G * Wᵀ, ?_, ?_⟩
  · rw [Matrix.mul_assoc, ← Matrix.mul_assoc Wᵀ, hT, Matrix.one_mul, hG, hD,
      diagonal_mul_diagonal, ← diagonal_one]
    congr 1
    funext i
    exact inv_mul_cancel₀ (hs i)
  · have h1 : (Zᵀ * D)ᵀ * (A - B) * (Zᵀ * D) = diagonal ω := by
      calc (Zᵀ * D)ᵀ * (A - B) * (Zᵀ * D) = D * (Z * W) * ((Wᵀ * Zᵀ) * D) := by
            rw [hM, transpose_mul, transpose_transpose, hDt]
            simp only [Matrix.mul_assoc]
        _ = diagonal ω := by
            rw [hZW, hT, Matrix.mul_one, Matrix.one_mul, hD, diagonal_mul_diagonal]
            exact congrArg diagonal (funext hss)
    have h2 : (G * Wᵀ) * (A + B) * (G * Wᵀ)ᵀ = diagonal ω := by
      calc (G * Wᵀ) * (A + B) * (G * Wᵀ)ᵀ
          = G * (Wᵀ * Zᵀ) * diagonal (fun i => ω i ^ 2) * ((Z * W) * G) := by
            rw [hK, transpose_mul, transpose_transpose, hGt]
            simp only [Matrix.mul_assoc]
        _ = diagonal ω := by
            rw [hZW, hT, Matrix.mul_one, Matrix.one_mul, hG, diagonal_mul_diagonal,
              diagonal_mul_diagonal]
            refine congrArg diagonal (funext fun i => ?_)
            have h0 := hs i
            calc (√(ω i))⁻¹ * ω i ^ 2 * (√(ω i))⁻¹
                = (√(ω i))⁻¹ * (√(ω i) * √(ω i)) ^ 2 * (√(ω i))⁻¹ := by rw [hss i]
              _ = √(ω i) * √(ω i) := by field_simp
              _ = ω i := hss i
    rw [trialSum, h1, h2, trace_diagonal, hF]
    ring
```

## Combining pairs and following a coupling path

Positive combinations preserve stability, so the combined pair has an optimal transformation.

```lean
omit [Fintype n] [DecidableEq n] in
/-- Positive combinations of stable RPA problems are stable. -/
lemma Stable.combine {A₁ B₁ A₂ B₂ : Matrix n n ℝ} (h₁ : Stable A₁ B₁) (h₂ : Stable A₂ B₂)
    {a b : ℝ} (ha : 0 < a) (hb : 0 < b) :
    Stable (a • A₁ + b • A₂) (a • B₁ + b • B₂) := by
  constructor
  · have e : a • A₁ + b • A₂ - (a • B₁ + b • B₂) = a • (A₁ - B₁) + b • (A₂ - B₂) := by module
    rw [e]
    exact (h₁.1.smul ha).add (h₂.1.smul hb)
  · have e : a • A₁ + b • A₂ + (a • B₁ + b • B₂) = a • (A₁ + B₁) + b • (A₂ + B₂) := by module
    rw [e]
    exact (h₁.2.smul ha).add (h₂.2.smul hb)
```

That transformation is then used as a trial for each part; `hlin` is the linearity of $T_P$.

```lean
/-- The frequency sum of a positive combination of stable RPA problems is at least the same
combination of their frequency sums. -/
theorem frequencySum_combine {A₁ B₁ A₂ B₂ : Matrix n n ℝ} (h₁ : Stable A₁ B₁)
    (h₂ : Stable A₂ B₂) {a b : ℝ} (ha : 0 < a) (hb : 0 < b) :
    a * frequencySum A₁ B₁ + b * frequencySum A₂ B₂ ≤
      frequencySum (a • A₁ + b • A₂) (a • B₁ + b • B₂) := by
  -- the optimal transformation of the combination is a trial for each part
  obtain ⟨P, R, hRP, hopt⟩ := exists_trialSum_eq (h₁.combine h₂ ha hb)
  have hlin : trialSum P R (a • A₁ + b • A₂) (a • B₁ + b • B₂) =
      a * trialSum P R A₁ B₁ + b * trialSum P R A₂ B₂ := by
    have e₁ : a • A₁ + b • A₂ - (a • B₁ + b • B₂) = a • (A₁ - B₁) + b • (A₂ - B₂) := by module
    have e₂ : a • A₁ + b • A₂ + (a • B₁ + b • B₂) = a • (A₁ + B₁) + b • (A₂ + B₂) := by module
    unfold trialSum
    rw [e₁, e₂]
    simp only [Matrix.mul_add _ (a • _) (b • _),
      Matrix.mul_smul, Matrix.smul_mul, Matrix.add_mul (a • _) (b • _), trace_add, trace_smul,
      smul_eq_mul]
    ring
  rw [← hopt, hlin]
  exact add_le_add (mul_le_mul_of_nonneg_left (frequencySum_le_trialSum h₁ hRP) ha.le)
    (mul_le_mul_of_nonneg_left (frequencySum_le_trialSum h₂ hRP) hb.le)
```

Unit weights give the superadditive form.

```lean
/-- Superadditivity: adding the matrices of two stable RPA problems gives a frequency sum at
least as large as the two separate frequency sums together. -/
theorem frequencySum_superadditive {A₁ B₁ A₂ B₂ : Matrix n n ℝ} (h₁ : Stable A₁ B₁)
    (h₂ : Stable A₂ B₂) :
    frequencySum A₁ B₁ + frequencySum A₂ B₂ ≤ frequencySum (A₁ + A₂) (B₁ + B₂) := by
  simpa only [one_smul, one_mul] using frequencySum_combine h₁ h₂ one_pos one_pos
```

For the path, `path` rewrites the matrix at an averaged coupling as the average of the matrices at its ends. `ConcaveOn` includes convexity of the set of stable couplings, which may be empty. The path must be linear in $t$, so orbitals that relax with the coupling are not covered in general.

```lean
/-- Along a linear coupling path the stable couplings form a convex set, on which the frequency
sum is a concave function of the coupling. -/
theorem frequencySum_concaveOn_path (A₀ A₁ B₀ B₁ : Matrix n n ℝ) :
    ConcaveOn ℝ {t : ℝ | Stable (A₀ + t • A₁) (B₀ + t • B₁)}
      (fun t => frequencySum (A₀ + t • A₁) (B₀ + t • B₁)) := by
  have path : ∀ (X Y : Matrix n n ℝ) (s t a b : ℝ), a + b = 1 →
      X + (a • s + b • t) • Y = a • (X + s • Y) + b • (X + t • Y) := by
    intro X Y s t a b hab
    obtain rfl : b = 1 - a := by linarith
    simp only [smul_eq_mul]
    module
  rw [concaveOn_iff_forall_pos]
  constructor
  · rw [convex_iff_forall_pos]
    intro s hs t ht a b ha hb hab
    change Stable _ _
    rw [path A₀ A₁ s t a b hab, path B₀ B₁ s t a b hab]
    exact Stable.combine hs ht ha hb
  · intro s hs t ht a b ha hb hab
    change a * _ + b * _ ≤ frequencySum _ _
    rw [path A₀ A₁ s t a b hab, path B₀ B₁ s t a b hab]
    exact frequencySum_combine hs ht ha hb
```

The energy inequality is half the previous one, with the trace terms balanced by $a+b=1$.

```lean
/-- The RPA correlation energy is concave in the coupling along the stable part of a linear
coupling path. -/
theorem rpaCorrelation_concaveOn_path (A₀ A₁ B₀ B₁ : Matrix n n ℝ) :
    ConcaveOn ℝ {t : ℝ | Stable (A₀ + t • A₁) (B₀ + t • B₁)}
      (fun t => rpaCorrelation (A₀ + t • A₁) (B₀ + t • B₁)) := by
  have h := frequencySum_concaveOn_path A₀ A₁ B₀ B₁
  refine ⟨h.1, fun s hs t ht a b ha hb hab => ?_⟩
  have h2 := h.2 hs ht ha hb hab
  simp only [rpaCorrelation, trace_add, trace_smul, smul_eq_mul] at h2 ⊢
  linear_combination h2 / 2 - trace A₀ / 2 * hab

end

end RPAZeroPointConcavity
```

```lean
#print axioms RPAZeroPointConcavity.frequencySum_superadditive
#print axioms RPAZeroPointConcavity.frequencySum_concaveOn_path
#print axioms RPAZeroPointConcavity.rpaCorrelation_concaveOn_path
```

```
'RPAZeroPointConcavity.frequencySum_superadditive' depends on axioms: [propext, Classical.choice, Quot.sound]
'RPAZeroPointConcavity.frequencySum_concaveOn_path' depends on axioms: [propext, Classical.choice, Quot.sound]
'RPAZeroPointConcavity.rpaCorrelation_concaveOn_path' depends on axioms: [propext, Classical.choice, Quot.sound]
```
